# Open chains with nonzero nearest-neighbour hopping and zero site energies: a zero level for odd length only, and its weight in a split-band alloy

## Electrons confined to segments

In a one-dimensional random alloy of species A and B with hopping between nearest neighbours only, let the B site energy lie so far from the A level that an electron in the A band cannot enter a B site. The A sites then fall into separate open segments, and the A band is the collection of their discrete spectra. A single-site effective medium does not resolve these segments. How much spectral weight do they place exactly at the A level?

Take the A level as the zero of energy, and let each site be A with probability $c$, independently of the others. A segment of exactly $L$ sites needs a B site, $L$ A sites and another B site, so the number of such segments per lattice site is

$$n_L=c^L(1-c)^2 .$$

## The Hamiltonian and the claims

Sites are numbered $0,\dots,L-1$. The real hopping $t_n$ joins sites $n$ and $n+1$ and enters the Hamiltonian $H$ with a plus sign, where many texts write $-t$. In Lean, $H$ is `chain t L`, a real matrix indexed by `Fin L`, and $n_L$ is `segmentDensity c L`. The hypothesis `∀ n, t n ≠ 0` says that no bond is cut; uniform nonzero hopping is a special case.

There are three main statements.

- `zero_level_multiplicity`: the kernel of $H$, written `LinearMap.ker (chain t L).mulVecLin`, has dimension 1 for odd $L$ and 0 for even $L$. As $H$ is symmetric, this dimension is the multiplicity of the level.
- `zero_eigenvalue_iff_odd`: a nonzero $\psi$ with $H\psi=0$ exists if and only if $L$ is odd.
- `zero_level_weight`: for $0<c<1$, the sum over all $L$ of $n_L$ times the multiplicity converges to $c(1-c)/(1+c)$. Convergence and value are expressed together by `HasSum`.

The weight is counted per lattice site, not per A site. The formula for $n_L$ enters as a definition, with the random occupation behind it argued above. The step from this model to an alloy is the decoupling of the segments: at a finite A–B energy difference, electrons tunnel through B sites and the segment levels are no longer independent.

For non-interacting electrons in this one-dimensional, fully decoupled limit, the weight is a reference value for cluster extensions of the coherent potential approximation.

## Zero-energy states from a two-step recursion

Let $\psi_n$ be the amplitude on site $n$, and set $\psi_n=0$ for $n\ge L$. The rows of $H\psi=0$ are

$$t_0\psi_1=0,\qquad t_{n+1}\psi_{n+2}+t_n\psi_n=0\quad(n+1<L),$$

where the first is present if $L\ge1$. The last row has the same form as the others because $\psi_L=0$; the hopping $t_{L-1}$ beyond the end multiplies zero.

Define a universal solution $z_n$ by

$$z_0=1,\qquad z_1=0,\qquad z_{n+2}=-\frac{t_n}{t_{n+1}}\,z_n .$$

The rows give $\psi_n=\psi_0z_n$ for all $n\le L$. Each recursion step multiplies by a nonzero factor, so $z_n$ vanishes exactly for odd $n$. At the empty site $L$ we need

$$0=\psi_L=\psi_0z_L .$$

If $L$ is even, $z_L\neq0$, so $\psi_0=0$ and the whole state vanishes. If $L$ is odd, $z_L=0$, and the values $z_0,\dots,z_{L-1}$ satisfy every row. They form a nonzero state, and every other solution is a multiple of it. A single site, $L=1$, is the simplest case.

The state is not normalised. For uniform hopping, the normalised amplitudes on sites $0,2,4,\dots$ alternate between $\pm\sqrt{2/(L+1)}$.

## Summing over the segments

The segments together must contain all A sites, and they do:

$$\sum_L L\,n_L=(1-c)^2\frac{c}{(1-c)^2}=c .$$

Each odd segment contributes one zero level. Odd powers are selected by subtracting two geometric series:

$$\sum_{L\ \mathrm{odd}}c^L=\frac12\sum_L\left[c^L-(-c)^L\right]
=\frac12\left(\frac1{1-c}-\frac1{1+c}\right)=\frac{c}{(1-c)(1+c)} .$$

Multiplication by $(1-c)^2$ gives the peak weight

$$\sum_{L\ \mathrm{odd}}n_L=\frac{c(1-c)}{1+c}.$$

At $c=1/2$ this is $1/6$ per lattice site, one third of all A states.

## The complete Lean source

```lean
import Mathlib

open Matrix Module

namespace SplitBandClusterPeak

noncomputable section

/-- Hamiltonian of an open chain of `L` sites with zero site energies and real hopping `t n`
between the neighbouring sites `n` and `n + 1`. -/
def chain (t : ℕ → ℝ) (L : ℕ) : Matrix (Fin L) (Fin L) ℝ :=
  Matrix.of fun i j =>
    if (j : ℕ) = i + 1 then t i else if (i : ℕ) = j + 1 then t j else 0

/-- Amplitude of a chain state on site `n`, set to zero beyond the end of the chain. -/
def amplitude {L : ℕ} (ψ : Fin L → ℝ) (n : ℕ) : ℝ :=
  if h : n < L then ψ ⟨n, h⟩ else 0

/-- The zero-energy solution started with amplitude one on site `0` and zero on site `1`,
for hoppings that are all nonzero. -/
def zeroMode (t : ℕ → ℝ) : ℕ → ℝ
  | 0 => 1
  | 1 => 0
  | n + 2 => -(t n / t (n + 1)) * zeroMode t n

/-- Number per lattice site of segments of exactly `L` sites of a species with concentration `c`,
bounded by one site of the other species at each end, when every site is occupied independently at
random. -/
def segmentDensity (c : ℝ) (L : ℕ) : ℝ := c ^ L * (1 - c) ^ 2

/-- The chain Hamiltonian is real symmetric. -/
theorem chain_isSymm (t : ℕ → ℝ) (L : ℕ) : (chain t L).IsSymm := by
  refine Matrix.IsSymm.ext fun i j => ?_
  simp only [chain, Matrix.of_apply]
  split_ifs <;> first | rfl | omega

/-- Summing a state over the sites with number `n` gives its amplitude on site `n`. -/
theorem sum_site {L : ℕ} (ψ : Fin L → ℝ) (n : ℕ) :
    ∑ j : Fin L, (if (j : ℕ) = n then ψ j else 0) = amplitude ψ n := by
  unfold amplitude
  split_ifs with h
  · rw [Finset.sum_eq_single (⟨n, h⟩ : Fin L)]
    · simp
    · intro b _ hb
      exact if_neg fun e => hb (Fin.ext e)
    · intro hn
      exact absurd (Finset.mem_univ _) hn
  · refine Finset.sum_eq_zero fun j _ => if_neg ?_
    have := j.2
    omega

/-- On the first site the Hamiltonian collects only the amplitude of the second site. -/
theorem row_first (t : ℕ → ℝ) {L : ℕ} (ψ : Fin L → ℝ) (h : 0 < L) :
    (chain t L *ᵥ ψ) ⟨0, h⟩ = t 0 * amplitude ψ 1 := by
  rw [← sum_site ψ 1, Finset.mul_sum]
  change ∑ j, chain t L ⟨0, h⟩ j * ψ j = _
  refine Finset.sum_congr rfl fun j _ => ?_
  simp only [chain, Matrix.of_apply]
  split_ifs <;> first | omega | contradiction | simp

/-- On every later site the Hamiltonian collects the amplitudes of the two neighbours,
with amplitude zero beyond the end of the chain. -/
theorem row_succ (t : ℕ → ℝ) {L : ℕ} (ψ : Fin L → ℝ) (n : ℕ) (h : n + 1 < L) :
    (chain t L *ᵥ ψ) ⟨n + 1, h⟩ = t (n + 1) * amplitude ψ (n + 2) + t n * amplitude ψ n := by
  rw [← sum_site ψ (n + 2), ← sum_site ψ n, Finset.mul_sum, Finset.mul_sum,
    ← Finset.sum_add_distrib]
  change ∑ j, chain t L ⟨n + 1, h⟩ j * ψ j = _
  refine Finset.sum_congr rfl fun j _ => ?_
  have e : n + 1 = (j : ℕ) + 1 ↔ (j : ℕ) = n := by omega
  simp only [chain, Matrix.of_apply, e]
  split_ifs <;> first | omega | simp [*]

/-- For nonzero hoppings, the zero mode vanishes exactly on the odd-numbered sites,
counted from zero. -/
theorem zeroMode_eq_zero_iff {t : ℕ → ℝ} (ht : ∀ n, t n ≠ 0) :
    ∀ n, zeroMode t n = 0 ↔ Odd n
  | 0 => by simp [zeroMode]
  | 1 => by simp [zeroMode]
  | n + 2 => by
    have hr : -(t n / t (n + 1)) ≠ 0 := neg_ne_zero.mpr (div_ne_zero (ht n) (ht (n + 1)))
    rw [zeroMode, mul_eq_zero, or_iff_right hr, zeroMode_eq_zero_iff ht n,
      Nat.odd_iff, Nat.odd_iff]
    omega

/-- For nonzero hoppings, every zero-energy state of the chain is its first amplitude times
the zero mode, up to and including the empty site just beyond the end. -/
theorem amplitude_eq {t : ℕ → ℝ} (ht : ∀ n, t n ≠ 0) {L : ℕ} {ψ : Fin L → ℝ}
    (hψ : chain t L *ᵥ ψ = 0) :
    ∀ n, n ≤ L → amplitude ψ n = amplitude ψ 0 * zeroMode t n
  | 0, _ => by simp [zeroMode]
  | 1, h => by
    have h0 := congrFun hψ ⟨0, h⟩
    rw [row_first] at h0
    simpa [zeroMode, ht 0] using h0
  | n + 2, h => by
    have ih := amplitude_eq ht hψ n (by omega)
    have h0 := congrFun hψ ⟨n + 1, h⟩
    rw [row_succ, Pi.zero_apply, ih] at h0
    have hT := ht (n + 1)
    have hc : t (n + 1) * (t n / t (n + 1)) = t n := by field_simp
    apply mul_left_cancel₀ hT
    rw [zeroMode]
    linear_combination h0 + amplitude ψ 0 * zeroMode t n * hc

/-- For nonzero hoppings, the zero-energy eigenspace of the open chain has dimension one
if the number of sites is odd and dimension zero if it is even. -/
theorem zero_level_multiplicity {t : ℕ → ℝ} (ht : ∀ n, t n ≠ 0) (L : ℕ) :
    finrank ℝ (LinearMap.ker (chain t L).mulVecLin) = if Odd L then 1 else 0 := by
  have hval : ∀ (ψ : Fin L → ℝ) (i : Fin L), amplitude ψ i = ψ i := fun ψ i => by
    simp [amplitude]
  split_ifs with hL
  · -- odd length: the zero mode meets the boundary condition and spans the kernel
    let φ : Fin L → ℝ := fun i => zeroMode t i
    have hamp : ∀ n, n ≤ L → amplitude φ n = zeroMode t n := by
      intro n hn
      rcases lt_or_eq_of_le hn with h | h
      · simp [amplitude, φ, h]
      · rw [h, (zeroMode_eq_zero_iff ht L).mpr hL]
        simp [amplitude]
    have hφ : chain t L *ᵥ φ = 0 := by
      funext ⟨n, hn⟩
      cases n with
      | zero =>
        rw [row_first, hamp 1 hn]
        simp [zeroMode]
      | succ n =>
        have hT := ht (n + 1)
        have hc : t (n + 1) * (t n / t (n + 1)) = t n := by field_simp
        rw [row_succ, hamp (n + 2) hn, hamp n (by omega), zeroMode, Pi.zero_apply]
        linear_combination (-(zeroMode t n)) * hc
    have hne : φ ≠ 0 := fun h => by
      have h0 : zeroMode t 0 = 0 := congrFun h ⟨0, hL.pos⟩
      simp [zeroMode] at h0
    have hker : LinearMap.ker (chain t L).mulVecLin = Submodule.span ℝ {φ} := by
      apply le_antisymm
      · intro ψ hψ
        refine Submodule.mem_span_singleton.mpr ⟨amplitude ψ 0, funext fun i => ?_⟩
        exact (amplitude_eq ht hψ i i.2.le).symm.trans (hval ψ i)
      · rw [Submodule.span_singleton_le_iff_mem]
        exact hφ
    rw [hker, finrank_span_singleton hne]
  · -- even length: the boundary condition forces the first amplitude to vanish
    have hker : LinearMap.ker (chain t L).mulVecLin = ⊥ := by
      refine (Submodule.eq_bot_iff _).mpr fun ψ hψ => ?_
      have hend := amplitude_eq ht hψ L le_rfl
      have hout : amplitude ψ L = 0 := by simp [amplitude]
      rw [hout] at hend
      have h0 : amplitude ψ 0 = 0 :=
        (mul_eq_zero.mp hend.symm).resolve_right
          fun h => hL ((zeroMode_eq_zero_iff ht L).mp h)
      funext i
      rw [← hval ψ i, amplitude_eq ht hψ i i.2.le, h0, zero_mul, Pi.zero_apply]
    rw [hker, finrank_bot]

/-- An open chain with zero site energies and nonzero hoppings has a zero-energy eigenstate
if and only if its number of sites is odd. -/
theorem zero_eigenvalue_iff_odd {t : ℕ → ℝ} (ht : ∀ n, t n ≠ 0) (L : ℕ) :
    (∃ ψ : Fin L → ℝ, ψ ≠ 0 ∧ chain t L *ᵥ ψ = 0) ↔ Odd L := by
  have h := zero_level_multiplicity ht L
  constructor
  · rintro ⟨ψ, hne, hψ⟩
    by_contra hL
    rw [if_neg hL, Submodule.finrank_eq_zero] at h
    exact hne ((Submodule.eq_bot_iff _).mp h ψ hψ)
  · intro hL
    by_contra hno
    have hker : LinearMap.ker (chain t L).mulVecLin = ⊥ :=
      (Submodule.eq_bot_iff _).mpr fun ψ hψ => by_contra fun hne => hno ⟨ψ, hne, hψ⟩
    rw [hker, finrank_bot, if_pos hL] at h
    exact zero_ne_one h

/-- For `0 < c < 1`, the sites contained in segments of all lengths, counted per lattice site, add
up to the concentration `c`. -/
theorem segment_sum_rule {c : ℝ} (h0 : 0 < c) (h1 : c < 1) :
    HasSum (fun L : ℕ => (L : ℝ) * segmentDensity c L) c := by
  have hc : ‖c‖ < 1 := by rwa [Real.norm_eq_abs, abs_of_pos h0]
  have hne : 1 - c ≠ 0 := by linarith
  convert (hasSum_coe_mul_geometric_of_norm_lt_one hc).mul_left ((1 - c) ^ 2) using 1
  · rfl
  · funext L
    unfold segmentDensity
    ring
  · field_simp

/-- For nonzero hoppings and `0 < c < 1`, the zero-energy levels of all segments, weighted
with the segment density, carry the total weight `c (1 - c) / (1 + c)` per lattice site. -/
theorem zero_level_weight {t : ℕ → ℝ} (ht : ∀ n, t n ≠ 0) {c : ℝ} (h0 : 0 < c) (h1 : c < 1) :
    HasSum (fun L : ℕ => segmentDensity c L *
      (finrank ℝ (LinearMap.ker (chain t L).mulVecLin) : ℝ)) (c * (1 - c) / (1 + c)) := by
  have hc : |c| < 1 := by rwa [abs_of_pos h0]
  have hc' : |-c| < 1 := by rwa [abs_neg]
  have hm : 1 - c ≠ 0 := by linarith
  have hp : 1 + c ≠ 0 := by linarith
  -- the odd lengths are selected by the difference of two geometric series
  convert ((hasSum_geometric_of_abs_lt_one hc).sub
    (hasSum_geometric_of_abs_lt_one hc')).mul_left ((1 - c) ^ 2 / 2) using 1
  · rfl
  · funext L
    rw [zero_level_multiplicity ht L]
    unfold segmentDensity
    by_cases hL : Odd L
    · rw [if_pos hL, hL.neg_pow]
      push_cast
      ring
    · rw [if_neg hL, (Nat.not_odd_iff_even.mp hL).neg_pow]
      push_cast
      ring
  · rw [sub_neg_eq_add]
    field_simp
    ring

end

end SplitBandClusterPeak
```

```lean
#print axioms SplitBandClusterPeak.chain_isSymm
-- 'SplitBandClusterPeak.chain_isSymm' depends on axioms: [propext, Classical.choice, Quot.sound]
#print axioms SplitBandClusterPeak.zero_eigenvalue_iff_odd
-- 'SplitBandClusterPeak.zero_eigenvalue_iff_odd' depends on axioms: [propext, Classical.choice, Quot.sound]
#print axioms SplitBandClusterPeak.segment_sum_rule
-- 'SplitBandClusterPeak.segment_sum_rule' depends on axioms: [propext, Classical.choice, Quot.sound]
#print axioms SplitBandClusterPeak.zero_level_weight
-- 'SplitBandClusterPeak.zero_level_weight' depends on axioms: [propext, Classical.choice, Quot.sound]
```

## From matrix rows to the kernel

The lemma `sum_site` reduces a sum over the chain to the one site selected by a condition. With it, `row_first` and `row_succ` turn the matrix product into the two row equations. In both, `split_ifs` separates the cases of the matrix definition, and `omega` removes those with incompatible site numbers.

`zeroMode_eq_zero_iff` proves the parity rule for $z_n$ in steps of two. `amplitude_eq` follows the same pattern to obtain $\psi_n=\psi_0z_n$: it multiplies the desired equation by $t_{n+1}$, and `linear_combination` derives the result from the row equation.

In `zero_level_multiplicity`, the odd case shows that the kernel is the span of the single nonzero vector `φ`, built from `zeroMode`. The even case uses `amplitude_eq` at $n=L$ to show that the kernel is trivial. The eigenvalue criterion is then read off from the dimension.

`segment_sum_rule` rescales Mathlib's series for $\sum_L Lc^L$. `zero_level_weight` subtracts the geometric series for $c$ and $-c$, then checks the terms separately for odd and even $L$.

## A closer look at the dependent `if`

A vector of type `Fin L → ℝ` has no entry at site $L$, yet the boundary condition is an equation at that site. The definition `amplitude` supplies the value through `if h : n < L then ψ ⟨n, h⟩ else 0`. The name `h` makes this a dependent `if`: in the first branch, `h` is a proof that $n$ lies on the chain, which is what the index `⟨n, h⟩` requires. In the other branch the value is zero.

The result is a function on all natural numbers. The last row therefore needs no separate lemma, and the recursion can run up to $n=L$, where `simp [amplitude]` evaluates the amplitude to zero.
